# A Crank–Nicolson time step is unitary for Hermitian H but lowers transition energies

Take two levels at energies 0 and 1, with $\hbar=1$, and propagate them by Crank–Nicolson with $dt=2$. The transition appears at 0.785 instead of 1. Add 1 to both levels, which changes no physical energy difference, and it appears at 0.322. The norm is conserved in both runs, so checking it reveals nothing. Someone who doesn't know how the step distorts energies may blame the Hamiltonian for a misplaced absorption peak.

The step is $U=(1+X)^{-1}(1-X)$ with $X=iH\,dt/2$. It replaces a level $E$ by the warped energy $g(E)=\frac{2}{dt}\arctan\frac{E\,dt}{2}$. A coherence between levels $c$ and $c+D$ then advances in phase as if the transition energy were $g(c+D)-g(c)$. For real-time spectra from a fixed, finite Hamiltonian matrix, this gives the time-step error in each line position.

In the code, `H : Matrix n n ℂ` is that matrix in an orthonormal basis, and `n` is a finite index set. `halfStep` is $X$, `cnStep` is $U$, `warped dt E` is $g(E)$, and `apparent dt D c` is $g(c+D)-g(c)$. A time-dependent or self-consistent $H$, or a basis with an overlap matrix, is not covered. Since the signal is sampled once per step, its frequencies are in any case known only modulo $2\pi/dt$.

In Lean 4 with Mathlib:

```lean
import Mathlib

open Matrix Filter Topology
open scoped ComplexOrder

namespace CrankNicolsonResponse

noncomputable section

variable {n : Type*} [Fintype n] [DecidableEq n]

/-- The matrix `i H dt / 2` that enters both factors of the Crank-Nicolson step. -/
def halfStep (H : Matrix n n ℂ) (dt : ℝ) : Matrix n n ℂ :=
  (((dt / 2 : ℝ) : ℂ) * Complex.I) • H

/-- The Crank-Nicolson propagator `(1 + i H dt/2)⁻¹ (1 - i H dt/2)`, meant for
an invertible first factor. -/
def cnStep (H : Matrix n n ℂ) (dt : ℝ) : Matrix n n ℂ :=
  (1 + halfStep H dt)⁻¹ * (1 - halfStep H dt)

/-- The warped energy `g(E) = (2/dt) arctan(E dt/2)`, for a time step `dt ≠ 0`. -/
def warped (dt E : ℝ) : ℝ := 2 / dt * Real.arctan (E * dt / 2)

/-- The apparent energy `g(c + D) - g(c)` of a transition from a level at `c` to a level
at `c + D`, for a time step `dt ≠ 0`. -/
def apparent (dt D c : ℝ) : ℝ := warped dt (c + D) - warped dt c
```

## Hermitian H: real energies and a conserved norm

Hermiticity, `H.IsHermitian`, makes the energies real and ensures that the exact time evolution conserves the norm. By hand it is used twice.

First, suppose $(1+X)v=0$. Multiplying by $v^\dagger$ gives
$$v^\dagger v+\tfrac{i\,dt}{2}\,v^\dagger Hv=0.$$
Both $v^\dagger v$ and $v^\dagger Hv$ are real, so the real part gives $v^\dagger v=0$ and hence $v=0$. Thus $1+X$ is invertible.

Second, $X^\dagger=-X$, so $(1+X)^\dagger=1-X$, which is therefore invertible too. The two factors commute, and
$$UU^\dagger=(1+X)^{-1}(1-X)(1+X)(1-X)^{-1}=1.$$

`isUnit_det_implicit` takes the real part by adding the equation to its conjugate, with `star_imag` supplying the sign change. `cnStep_unitary` then carries out the product above. Both hold for every real `dt`.

Without Hermiticity, the $1\times1$ matrix $H=2i/dt$ makes $1+X=0$, and the step does not exist. With $H=-i\gamma$ and $\gamma,dt>0$, the step exists, but its modulus $|1-\gamma dt/2|/(1+\gamma dt/2)$ is below 1.

```lean
/-- A real multiple of `i` changes sign under complex conjugation. -/
lemma star_imag (a : ℝ) : star ((a : ℂ) * Complex.I) = -((a : ℂ) * Complex.I) := by
  apply Complex.ext <;> simp

/-- For Hermitian `H` the matrix `1 + i H dt/2` is invertible for every real time step. -/
theorem isUnit_det_implicit {H : Matrix n n ℂ} (hH : H.IsHermitian) (dt : ℝ) :
    IsUnit (1 + halfStep H dt).det := by
  rw [isUnit_iff_ne_zero]
  intro h0
  obtain ⟨v, hv0, hv⟩ := Matrix.exists_mulVec_eq_zero_iff.mpr h0
  -- `v† H v` and the squared norm `v† v` are both real
  have h1 : star (H *ᵥ v) ⬝ᵥ v = star v ⬝ᵥ H *ᵥ v := by
    rw [Matrix.star_mulVec, hH.eq, Matrix.dotProduct_mulVec]
  have hq : star (star v ⬝ᵥ H *ᵥ v) = star v ⬝ᵥ H *ᵥ v := by
    calc star (star v ⬝ᵥ H *ᵥ v) = star (star (H *ᵥ v) ⬝ᵥ v) := by rw [h1]
      _ = star v ⬝ᵥ H *ᵥ v := by rw [← Matrix.star_dotProduct]
  have hs : star (star v ⬝ᵥ v) = star v ⬝ᵥ v := by rw [← Matrix.star_dotProduct]
  have hN : star v ⬝ᵥ v
      + (((dt / 2 : ℝ) : ℂ) * Complex.I) * (star v ⬝ᵥ H *ᵥ v) = 0 := by
    have h := congrArg (fun w => star v ⬝ᵥ w) hv
    simpa only [halfStep, Matrix.add_mulVec, Matrix.one_mulVec, Matrix.smul_mulVec,
      dotProduct_add, dotProduct_smul, smul_eq_mul, dotProduct_zero] using h
  have h2 := congrArg star hN
  rw [star_add, star_mul', hq, hs, star_imag, star_zero] at h2
  have h3 : star v ⬝ᵥ v = 0 := by linear_combination (hN + h2) / 2
  exact hv0 (dotProduct_star_self_eq_zero.mp h3)

/-- The Crank-Nicolson propagator of a Hermitian Hamiltonian is unitary. -/
theorem cnStep_unitary {H : Matrix n n ℂ} (hH : H.IsHermitian) (dt : ℝ) :
    cnStep H dt ∈ Matrix.unitaryGroup n ℂ := by
  have hA := isUnit_det_implicit hH dt
  have hX : (halfStep H dt)ᴴ = -halfStep H dt := by
    rw [halfStep, Matrix.conjTranspose_smul, hH.eq, star_imag, neg_smul]
  rw [Matrix.mem_unitaryGroup_iff, Matrix.star_eq_conjTranspose, cnStep]
  generalize halfStep H dt = X at hA hX ⊢
  have hAH : (1 + X)ᴴ = 1 - X := by
    rw [Matrix.conjTranspose_add, Matrix.conjTranspose_one, hX, sub_eq_add_neg]
  have hBH : (1 - X)ᴴ = 1 + X := by
    rw [Matrix.conjTranspose_sub, Matrix.conjTranspose_one, hX, sub_neg_eq_add]
  have hB : IsUnit (1 - X).det := by
    rw [← hAH, Matrix.det_conjTranspose]
    exact hA.star
  rw [Matrix.conjTranspose_mul, Matrix.conjTranspose_nonsing_inv, hAH, hBH]
  -- the two factors commute
  calc (1 + X)⁻¹ * (1 - X) * ((1 + X) * (1 - X)⁻¹)
      = (1 + X)⁻¹ * ((1 - X) * (1 + X)) * (1 - X)⁻¹ := by simp only [mul_assoc]
    _ = (1 + X)⁻¹ * ((1 + X) * (1 - X)) * (1 - X)⁻¹ := by
        rw [show (1 - X) * (1 + X) = (1 + X) * (1 - X) by noncomm_ring]
    _ = ((1 + X)⁻¹ * (1 + X)) * ((1 - X) * (1 - X)⁻¹) := by simp only [mul_assoc]
    _ = 1 := by rw [Matrix.nonsing_inv_mul _ hA, Matrix.mul_nonsing_inv _ hB, one_mul]
```

## dt > 0: a step that can tell energies apart

A positive `dt` means that time advances. Let $a=E\,dt/2$ and $\theta=\arctan a$. Then $\sin\theta=a\cos\theta$, so $e^{\pm i\theta}=\cos\theta\,(1\pm ia)$. Since $e^{-2i\theta}e^{i\theta}=e^{-i\theta}$ and $\cos\theta>0$,
$$e^{-2i\theta}(1+ia)=1-ia .$$
This is `cayley_phase`. Because $dt\neq0$, $g(E)\,dt=2\theta$.

Write $\mu=e^{-ig(E)dt}$ and $\kappa=i\,dt/2$, so that $ia=\kappa E$. Clearing the inverse, $Uv=\mu v$ means
$$v-\kappa Hv=\mu(v+\kappa Hv).$$
If $Hv=Ev$, this is the phase identity times $v$. Conversely, rearrange it to $(1-\mu)v=\kappa(1+\mu)Hv$ and multiply by $1+\kappa E$. The phase identity gives $(1+\kappa E)(1-\mu)=2\kappa E$ and $(1+\kappa E)(1+\mu)=2$, so $2\kappa Ev=2\kappa Hv$. Dividing by $2\kappa\neq0$ gives $Hv=Ev$.

`cnStep_eigen_iff` states this equivalence for any real `E` and any vector `v`; a nonzero `v` makes it a statement about eigenvectors. In its proof, `key` clears the inverse, and `linear_combination` does the algebra component by component.

At $dt=0$ the equivalence fails: $U=1$ leaves every vector unchanged, so with $H=(1)$ and $E=0$ the step condition holds for $v=1$ although $Hv\neq0$.

```lean
/-- The phase that turns `1 + i a` into `1 - i a` is `exp(-2 i arctan a)`. -/
lemma cayley_phase (a : ℝ) :
    Complex.exp (-((2 * Real.arctan a : ℝ) : ℂ) * Complex.I) * (1 + (a : ℂ) * Complex.I)
      = 1 - (a : ℂ) * Complex.I := by
  have hc := Real.cos_arctan_pos a
  have hs := Real.tan_arctan a
  rw [Real.tan_eq_sin_div_cos, div_eq_iff hc.ne'] at hs
  generalize Real.arctan a = θ at hc hs ⊢
  have hp : Complex.exp ((θ : ℂ) * Complex.I)
      = (Real.cos θ : ℂ) * (1 + (a : ℂ) * Complex.I) := by
    rw [Complex.exp_mul_I, ← Complex.ofReal_cos, ← Complex.ofReal_sin, hs,
      Complex.ofReal_mul]
    ring
  have hm : Complex.exp (-(θ : ℂ) * Complex.I)
      = (Real.cos θ : ℂ) * (1 - (a : ℂ) * Complex.I) := by
    rw [Complex.exp_mul_I, Complex.cos_neg, Complex.sin_neg, ← Complex.ofReal_cos,
      ← Complex.ofReal_sin, hs, Complex.ofReal_mul]
    ring
  have hne : (Real.cos θ : ℂ) ≠ 0 := Complex.ofReal_ne_zero.mpr hc.ne'
  apply mul_left_cancel₀ hne
  rw [← hm, mul_left_comm, ← hp, ← Complex.exp_add]
  congr 1
  push_cast
  ring

/-- For Hermitian `H`, `dt > 0` and real `E`, a vector satisfies `H v = E v` exactly when
one Crank-Nicolson step multiplies it by `exp(-i g(E) dt)`. -/
theorem cnStep_eigen_iff {H : Matrix n n ℂ} (hH : H.IsHermitian) {dt : ℝ} (hdt : 0 < dt)
    (E : ℝ) (v : n → ℂ) :
    H *ᵥ v = (E : ℂ) • v ↔
      cnStep H dt *ᵥ v
        = Complex.exp (-((warped dt E * dt : ℝ) : ℂ) * Complex.I) • v := by
  have hA := isUnit_det_implicit hH dt
  have hg : warped dt E * dt = 2 * Real.arctan (E * dt / 2) := by
    rw [warped, div_mul_eq_mul_div, div_mul_cancel₀ _ hdt.ne']
  have hμ := cayley_phase (E * dt / 2)
  have hcE : ((E * dt / 2 : ℝ) : ℂ) * Complex.I
      = (((dt / 2 : ℝ) : ℂ) * Complex.I) * E := by
    push_cast
    ring
  rw [← hg, hcE] at hμ
  generalize Complex.exp (-((warped dt E * dt : ℝ) : ℂ) * Complex.I) = μ at hμ ⊢
  -- clear the inverse: `U v = μ v` means `(1 - X) v = μ (1 + X) v`
  have key : cnStep H dt *ᵥ v = μ • v ↔
      (1 - halfStep H dt) *ᵥ v = μ • ((1 + halfStep H dt) *ᵥ v) := by
    constructor
    · intro h
      rw [← Matrix.mulVec_smul, ← h, Matrix.mulVec_mulVec, cnStep,
        Matrix.mul_nonsing_inv_cancel_left _ _ hA]
    · intro h
      rw [cnStep, ← Matrix.mulVec_mulVec, h, Matrix.mulVec_smul, Matrix.mulVec_mulVec,
        Matrix.nonsing_inv_mul _ hA, Matrix.one_mulVec]
  rw [key, halfStep, Matrix.sub_mulVec, Matrix.add_mulVec, Matrix.one_mulVec,
    Matrix.smul_mulVec]
  have hc : ((dt / 2 : ℝ) : ℂ) * Complex.I ≠ 0 :=
    mul_ne_zero (Complex.ofReal_ne_zero.mpr (half_pos hdt).ne') Complex.I_ne_zero
  generalize ((dt / 2 : ℝ) : ℂ) * Complex.I = c at hμ hc ⊢
  generalize H *ᵥ v = w
  constructor
  · intro h
    ext i
    have hi : w i = E * v i := congrFun h i
    change v i - c * w i = μ * (v i + c * w i)
    linear_combination (-c - μ * c) * hi - v i * hμ
  · intro h
    ext i
    have hi : v i - c * w i = μ * (v i + c * w i) := congrFun h i
    change w i = E * v i
    apply mul_left_cancel₀ (mul_ne_zero two_ne_zero hc)
    linear_combination -(1 + c * E) * hi - (v i + c * w i) * hμ
```

## E ≥ 0: the shift is never upwards

The sign of $E$ is measured from the energy zero used in the propagation. Put $x=E\,dt/2\ge0$. For $x>0$, the angle $\theta=\arctan x$ lies in $(0,\pi/2)$, where $\theta<\tan\theta=x$; at $x=0$ both are zero. For the other side, let $f(x)=\arctan x-x+x^3/3$. Then $f(0)=0$ and
$$f'(x)=\frac1{1+x^2}-1+x^2=\frac{x^4}{1+x^2}\ge0 .$$
Hence $x-x^3/3\le\arctan x\le x$. Multiplying by $2/dt$ gives
$$0\le E-g(E)\le \frac{E^3dt^2}{12}.$$

`arctan_lt` and `cubic_le_arctan` are the two sides, and `red_shift_bounds` rescales them.

For negative energies the shift is upwards, towards zero. With $dt=2$ and $E=-1$, $E-g(E)=-1+\pi/4\approx-0.215$, which violates the lower bound, and also the upper one, $-1/3$.

```lean
/-- The arctangent of a positive number is smaller than the number. -/
lemma arctan_lt {x : ℝ} (hx : 0 < x) : Real.arctan x < x := by
  have h := Real.arctan_strictMono hx
  rw [Real.arctan_zero] at h
  simpa only [Real.tan_arctan] using Real.lt_tan h (Real.arctan_lt_pi_div_two x)

/-- For `x ≥ 0` the arctangent is at least its cubic Taylor polynomial. -/
lemma cubic_le_arctan {x : ℝ} (hx : 0 ≤ x) : x - x ^ 3 / 3 ≤ Real.arctan x := by
  have hd : ∀ y : ℝ, HasDerivAt (fun z : ℝ => Real.arctan z - z + z ^ 3 / 3)
      (y ^ 4 / (1 + y ^ 2)) y := by
    intro y
    have h3 : HasDerivAt (fun z : ℝ => z ^ 3 / 3) (y ^ 2) y := by
      refine ((hasDerivAt_pow 3 y).div_const 3).congr_deriv ?_
      change ((3 : ℕ) : ℝ) * y ^ 2 / 3 = y ^ 2
      push_cast
      ring
    have hne : 1 + y ^ 2 ≠ 0 := by positivity
    refine (((Real.hasDerivAt_arctan y).fun_sub (hasDerivAt_id' y)).fun_add h3).congr_deriv ?_
    rw [eq_div_iff hne]
    linear_combination one_div_mul_cancel hne
  have hmono := monotone_of_deriv_nonneg (fun y => (hd y).differentiableAt)
    (fun y => by rw [(hd y).deriv]; positivity)
  have h := hmono hx
  norm_num at h
  linarith

/-- For `dt > 0` and `E ≥ 0` the Crank-Nicolson energy is never above `E`, and is below it by at
most `E³ dt² / 12`. -/
theorem red_shift_bounds {dt E : ℝ} (hdt : 0 < dt) (hE : 0 ≤ E) :
    0 ≤ E - warped dt E ∧ E - warped dt E ≤ E ^ 3 * dt ^ 2 / 12 := by
  have hx : 0 ≤ E * dt / 2 := by positivity
  have hle : Real.arctan (E * dt / 2) ≤ E * dt / 2 := by
    rcases hx.eq_or_lt with h | h
    · rw [← h, Real.arctan_zero]
    · exact (arctan_lt h).le
  have hcub := cubic_le_arctan hx
  have hk : 2 / dt * (E * dt / 2) = E := by field_simp
  have hp : 0 ≤ 2 / dt := by positivity
  have h1 := mul_le_mul_of_nonneg_left hle hp
  have h2 := mul_le_mul_of_nonneg_left hcub hp
  have h3 : 2 / dt * (E * dt / 2 - (E * dt / 2) ^ 3 / 3) = E - E ^ 3 * dt ^ 2 / 12 := by
    linear_combination (1 - (E * dt / 2) ^ 2 / 3) * hk
  rw [hk] at h1
  rw [h3] at h2
  unfold warped
  constructor <;> linarith
```

## D > 0: an excitation, seen best when centred on zero

Positive $D$ means that $c$ is the lower level. With $h=D\,dt/4>0$ and $m=(c+D/2)\,dt/2$,
$$g(c+D)-g(c)=\tfrac{2}{dt}W(m),\qquad W(m)=\arctan(m+h)-\arctan(m-h).$$
The derivative is
$$W'(m)=\frac1{1+(m+h)^2}-\frac1{1+(m-h)^2},$$
which is negative for $m>0$, because $(m+h)^2-(m-h)^2=4mh>0$. Since arctan is odd, $W$ is even. So $W(m)<W(0)=2\arctan h$ whenever $m\neq0$, that is, whenever $c\neq-D/2$. At the maximum the apparent energy is $\frac4{dt}\arctan\frac{D\,dt}4$, which is below $D$ because $\arctan h<h$.

`arctan_window` proves the inequality for $W$, and `apparent_centre` evaluates the maximum. `apparent_lt_centre` gives a strict inequality for every `c ≠ -D / 2`, so the maximum is unique; `apparent_lt_true` treats that point separately and holds for every `c`.

At $D=0$ the apparent energy is 0 for all $c$: it is not below $D$, and no maximum is unique.

```lean
/-- A window of half-width `h > 0` collects strictly less arctangent when its centre `m`
is away from zero. -/
lemma arctan_window {h m : ℝ} (hh : 0 < h) (hm : m ≠ 0) :
    Real.arctan (m + h) - Real.arctan (m - h) < 2 * Real.arctan h := by
  have hd : ∀ x : ℝ, HasDerivAt (fun y : ℝ => Real.arctan (y + h) - Real.arctan (y - h))
      (1 / (1 + (x + h) ^ 2) - 1 / (1 + (x - h) ^ 2)) x := fun x =>
    (((hasDerivAt_id' x).add_const h).arctan.fun_sub
      ((hasDerivAt_id' x).sub_const h).arctan).congr_deriv (by simp)
  have hanti : StrictAntiOn (fun y : ℝ => Real.arctan (y + h) - Real.arctan (y - h))
      (Set.Ici 0) := by
    apply strictAntiOn_of_deriv_neg (convex_Ici 0)
    · exact fun x _ => (hd x).continuousAt.continuousWithinAt
    · intro x hx
      rw [interior_Ici] at hx
      have hx0 : 0 < x := hx
      rw [(hd x).deriv, sub_neg]
      apply one_div_lt_one_div_of_lt (by positivity)
      nlinarith [mul_pos hx0 hh]
  have hpos : ∀ x : ℝ, 0 < x →
      Real.arctan (x + h) - Real.arctan (x - h) < 2 * Real.arctan h := by
    intro x hx
    have h0 := hanti (Set.mem_Ici.mpr le_rfl) (Set.mem_Ici.mpr hx.le) hx
    simp only [zero_add, zero_sub, Real.arctan_neg] at h0
    linarith
  rcases lt_or_gt_of_ne hm with hneg | hp
  · -- the window function is even in its centre
    have h1 := hpos (-m) (neg_pos.mpr hneg)
    rw [show -m + h = -(m - h) by ring, show -m - h = -(m + h) by ring,
      Real.arctan_neg, Real.arctan_neg] at h1
    linarith
  · exact hpos m hp

/-- A transition between levels at `-D/2` and `D/2` appears at `(4/dt) arctan(D dt/4)`. -/
theorem apparent_centre (dt D : ℝ) :
    apparent dt D (-D / 2) = 2 / dt * (2 * Real.arctan (D * dt / 4)) := by
  unfold apparent warped
  rw [show (-D / 2 + D) * dt / 2 = D * dt / 4 by ring,
    show -D / 2 * dt / 2 = -(D * dt / 4) by ring, Real.arctan_neg]
  ring

/-- For `dt > 0` and `D > 0` the apparent transition energy has its unique maximum at
`c = -D/2`. -/
theorem apparent_lt_centre {dt D c : ℝ} (hdt : 0 < dt) (hD : 0 < D) (hc : c ≠ -D / 2) :
    apparent dt D c < apparent dt D (-D / 2) := by
  have hm : (c + D / 2) * dt / 2 ≠ 0 := by
    have h : c + D / 2 ≠ 0 := fun h => hc (by linarith)
    exact div_ne_zero (mul_ne_zero h hdt.ne') two_ne_zero
  have hw := arctan_window (h := D * dt / 4) (by positivity) hm
  rw [show (c + D / 2) * dt / 2 + D * dt / 4 = (c + D) * dt / 2 by ring,
    show (c + D / 2) * dt / 2 - D * dt / 4 = c * dt / 2 by ring] at hw
  rw [apparent_centre, apparent, warped, warped, ← mul_sub]
  exact mul_lt_mul_of_pos_left hw (by positivity)

/-- For `dt > 0` and `D > 0` the apparent transition energy is below the true one, wherever
the lower level lies. -/
theorem apparent_lt_true {dt D : ℝ} (hdt : 0 < dt) (hD : 0 < D) (c : ℝ) :
    apparent dt D c < D := by
  have hcen : apparent dt D (-D / 2) < D := by
    have h := arctan_lt (show 0 < D * dt / 4 by positivity)
    have hp : 0 < 2 / dt := by positivity
    have hk : 2 / dt * (2 * (D * dt / 4)) = D := by
      field_simp
      norm_num
    rw [apparent_centre]
    calc 2 / dt * (2 * Real.arctan (D * dt / 4)) < 2 / dt * (2 * (D * dt / 4)) :=
          mul_lt_mul_of_pos_left (by linarith) hp
      _ = D := hk
  by_cases hc : c = -D / 2
  · rw [hc]
    exact hcen
  · exact (apparent_lt_centre hdt hD hc).trans hcen
```

## Fixed dt while the levels rise

As $E\to\infty$ at fixed $dt>0$, $\arctan(E\,dt/2)\to\pi/2$ and $g(E)\to\pi/dt$. Both levels approach this same ceiling, so their difference tends to 0. `apparent_tendsto_zero` subtracts the two limits, and needs no sign for `D`. Holding $dt$ fixed matters: if $dt=1/c^2$ as $c$ grows, the cubic bound makes both shifts vanish, and the apparent energy tends to $D$ instead.

```lean
/-- At fixed `dt > 0` and `D`, the apparent transition energy between levels at `c` and `c + D`
tends to zero as `c` is moved up without bound. -/
theorem apparent_tendsto_zero {dt : ℝ} (hdt : 0 < dt) (D : ℝ) :
    Tendsto (fun c => apparent dt D c) atTop (𝓝 0) := by
  -- both levels saturate at the same energy `π / dt`
  have hg : Tendsto (fun E => warped dt E) atTop (𝓝 (2 / dt * (Real.pi / 2))) := by
    have h1 : Tendsto (fun E : ℝ => E * dt / 2) atTop atTop :=
      (tendsto_id.atTop_mul_const hdt).atTop_div_const two_pos
    exact ((Real.tendsto_arctan_atTop.mono_right nhdsWithin_le_nhds).comp h1).const_mul _
  have h2 : Tendsto (fun c : ℝ => c + D) atTop atTop :=
    tendsto_atTop_add_const_right atTop D tendsto_id
  have h := (hg.comp h2).sub hg
  rw [sub_self] at h
  exact h

end

end CrankNicolsonResponse
```

```lean
#print axioms CrankNicolsonResponse.cnStep_unitary
#print axioms CrankNicolsonResponse.red_shift_bounds
#print axioms CrankNicolsonResponse.apparent_lt_true
#print axioms CrankNicolsonResponse.apparent_tendsto_zero
```

```
'CrankNicolsonResponse.cnStep_unitary' depends on axioms: [propext, Classical.choice, Quot.sound]
'CrankNicolsonResponse.red_shift_bounds' depends on axioms: [propext, Classical.choice, Quot.sound]
'CrankNicolsonResponse.apparent_lt_true' depends on axioms: [propext, Classical.choice, Quot.sound]
'CrankNicolsonResponse.apparent_tendsto_zero' depends on axioms: [propext, Classical.choice, Quot.sound]
```
